# Two real-coupled levels, one of negative norm, have complex energies exactly when the coupling exceeds a threshold

Q: A PAW calculation solves \(H\psi = eS\psi\), where the overlap operator \(S\) accounts for the charge inside the augmentation spheres. With an incomplete set of projectors, \(S\) can fail to be positive, so that some smooth function has negative norm. Suppose that such a state couples to an ordinary band state. Do the energies turn complex at once, or can the fault stay hidden in a real spectrum?

A: It can stay hidden. Take one state of each kind, with

\[
H=\begin{pmatrix} a & b\\ b & d\end{pmatrix},\qquad
S=\begin{pmatrix} 1 & 0\\ 0 & -s\end{pmatrix},\qquad s>0,
\]

and real \(a,b,d\). Number the states 0 and 1. State 0 is the ordinary one. State 1 has norm \(-s\), and I call it the ghost. In pseudopotential work "ghost state" more often means a spurious level in the spectrum; here it means the negative norm.

Without coupling, the energies are \(a\) and \(-d/s\). The second is the matrix element \(d\) divided by the norm \(-s\), so \(d\) itself is not the ghost's energy. With coupling, the energies are the roots of

\[
D(e)=\det(H-eS)=(a-e)(d+se)-b^2=-se^2+(sa-d)e+ad-b^2 .
\]

Multiply by \(4s\) and complete the square:

\[
\begin{aligned}
4sD(e)&=-\bigl(2se-(sa-d)\bigr)^2+(sa-d)^2+4sad-4sb^2\\
&=(sa+d)^2-4sb^2-\bigl(2se-(sa-d)\bigr)^2 .
\end{aligned}
\]

At a root, therefore,

\[
\bigl(2se-(sa-d)\bigr)^2=(sa+d)^2-4sb^2 .
\]

If the right side is zero or positive, the number in brackets is real, and so is \(e\). If it is negative, the roots are

\[
e=\frac{sa-d}{2s}\pm i\,\frac{\sqrt{4sb^2-(sa+d)^2}}{2s}.
\]

Nonreal energies thus occur exactly when \((sa+d)^2<4sb^2\), and taking square roots gives

\[
2\sqrt{s}\,|b|>|sa+d| .
\]

Q: What does that inequality compare?

A: Divide it by \(2s\). The left side becomes \(|b|/\sqrt s\), the coupling once the ghost is rescaled to norm \(-1\). The right side becomes half the distance between the uncoupled energies \(a\) and \(-d/s\). For \(a=d=s=1\) the roots obey \(e^2=1-b^2\): the levels start at \(\pm1\), approach each other as \(|b|\) grows, meet at zero when \(|b|=1\), and then leave the real axis. If the uncoupled energies coincide, the threshold is zero and any nonzero coupling gives complex energies.

Q: Now the formal version. I want to see that its matrices are these matrices, and that "complex energy" hasn't become something weaker.

A: The matrices have complex entries, because \(e\) must be allowed to be complex, but the parameters are declared real and then embedded in \(\mathbb{C}\).

```lean
import Mathlib

open Matrix

namespace GhostThreshold

noncomputable section
```

The Hamiltonian is `bandH`. Its two diagonal entries are free, and one real number fills both off-diagonal places.

```lean
/-- Two-level Hamiltonian with real diagonal entries `a`, `d` and real coupling `b`. -/
def bandH (a b d : ℝ) : Matrix (Fin 2) (Fin 2) ℂ :=
  !![(a : ℂ), (b : ℂ); (b : ℂ), (d : ℂ)]
```

The overlap is `ghostS`. Mind the sign convention: positive `s` means negative norm for state 1, and negative `s` describes two ordinary states.

```lean
/-- Overlap matrix `diag(1, -s)`; for `s > 0` the second basis state has negative norm. -/
def ghostS (s : ℝ) : Matrix (Fin 2) (Fin 2) ℂ :=
  !![1, 0; 0, -(s : ℂ)]
```

The function `secular` is \(D(e)\), with `e` ranging over all complex numbers.

```lean
/-- The secular determinant `det(H - e S)` at complex energy `e`. -/
def secular (a b d s : ℝ) (e : ℂ) : ℂ :=
  (bandH a b d - e • ghostS s).det
```

Two further names hold the explicit solution. The centre of the pair is `meanEnergy`.

```lean
/-- Mean of the two band energies, for `s ≠ 0`. -/
def meanEnergy (a d s : ℝ) : ℝ := (s * a - d) / (2 * s)
```

The size of the imaginary part is `growthRate`. The name refers to a time factor \(e^{-iet}\) with \(\hbar=1\), whose modulus grows at that rate for one member of the pair. No time evolution is formalised.

```lean
/-- Size of the imaginary part of the band energies, for `s > 0` and
`(s a + d)² ≤ 4 s b²`. -/
def growthRate (a b d s : ℝ) : ℝ :=
  √(4 * s * b ^ 2 - (s * a + d) ^ 2) / (2 * s)
```

The main theorem, `nonreal_energy_iff`, reads as follows. For all real `a`, `b`, `d` and every `s > 0`, there is a complex `e` with `e.im ≠ 0` at which the determinant of `bandH a b d - e • ghostS s` vanishes, if and only if `2 * √s * |b| > |s * a + d|`. Nonreal means a nonzero imaginary part and nothing weaker. The inequality is strict, so the threshold itself belongs to the real side.

Q: And the distance from there to a PAW calculation?

A: It lies in the reduction to two states. A real calculation has many bands, and nothing here shows that one band state and one negative-norm direction can be separated from the rest, or that a given dataset has such a direction. A complex coupling, as at a general \(k\)-point, is less of a worry, since a change of phase of one basis state makes it real.

Q: Then take me through the proof. Where is the completed square?

A: It comes first, as an identity valid for every real `s` and every complex `e`. The `simp only` call expands the two-by-two determinant, and `ring` checks the algebra.

```lean
/-- Completing the square in the secular determinant of the two-level problem. -/
theorem secular_complete_square (a b d s : ℝ) (e : ℂ) :
    4 * (s : ℂ) * secular a b d s e =
      (((s * a + d) ^ 2 - 4 * s * b ^ 2 : ℝ) : ℂ)
        - (((2 * s : ℝ) : ℂ) * e - ((s * a - d : ℝ) : ℂ)) ^ 2 := by
  simp only [secular, bandH, ghostS, Matrix.det_fin_two, Matrix.sub_apply,
    Matrix.smul_apply, smul_eq_mul, Matrix.of_apply, Matrix.cons_val', Matrix.cons_val_zero,
    Matrix.cons_val_one, Matrix.cons_val_fin_one]
  push_cast
  ring
```

The next lemma is the direction from a nonreal root to strong coupling. Write \(w=2se-(sa-d)\). Its imaginary part is \(2s\,\mathrm{Im}\,e\), which is nonzero, and at a root \(w^2\) is real. Since \(\mathrm{Im}\,w^2=2\,\mathrm{Re}\,w\,\mathrm{Im}\,w\), the real part of \(w\) must vanish. Then \(w^2=-(\mathrm{Im}\,w)^2<0\), which is the required inequality. In the code, `generalize` introduces `w`, `h1` and `h2` are the imaginary and real parts of the equation for \(w^2\), and `h4` says that \(\mathrm{Re}\,w=0\).

```lean
/-- For `s ≠ 0`, a nonreal band energy requires `(s a + d)² < 4 s b²`. -/
theorem strong_coupling_of_nonreal {a b d s : ℝ} {e : ℂ} (hs : s ≠ 0)
    (h : secular a b d s e = 0) (he : e.im ≠ 0) :
    (s * a + d) ^ 2 < 4 * s * b ^ 2 := by
  have key := secular_complete_square a b d s e
  rw [h, mul_zero] at key
  have him : (((2 * s : ℝ) : ℂ) * e - ((s * a - d : ℝ) : ℂ)).im ≠ 0 := by
    rw [Complex.sub_im, Complex.im_ofReal_mul, Complex.ofReal_im, sub_zero]
    exact mul_ne_zero (mul_ne_zero two_ne_zero hs) he
  -- a nonreal number with a real square is purely imaginary
  generalize ((2 * s : ℝ) : ℂ) * e - ((s * a - d : ℝ) : ℂ) = w at key him
  have hw : w ^ 2 = (((s * a + d) ^ 2 - 4 * s * b ^ 2 : ℝ) : ℂ) := by
    linear_combination key
  have h1 := congrArg Complex.im hw
  have h2 := congrArg Complex.re hw
  rw [pow_two, Complex.mul_im, Complex.ofReal_im] at h1
  rw [pow_two, Complex.mul_re, Complex.ofReal_re] at h2
  have h3 : w.re * w.im = 0 := by linarith
  have h4 : w.re = 0 := (mul_eq_zero.mp h3).resolve_right him
  have h5 := mul_self_pos.mpr him
  rw [h4] at h2
  linarith
```

Q: That excludes nonreal roots at weak coupling. It doesn't produce any at strong coupling.

A: The explicit pair does. Let \(m\) be `meanEnergy` and \(g\) be `growthRate`. Their definitions give \(2sm=sa-d\) and, when \((sa+d)^2\le 4sb^2\), also \(4s^2g^2=4sb^2-(sa+d)^2\). Substituting both into the completed square gives

\[
4sD(e)=-4s^2\,\bigl(e-(m+ig)\bigr)\bigl(e-(m-ig)\bigr).
\]

This is `hfac`, which `linear_combination` checks from the two relations and \(i^2=-1\). Because \(s\neq0\), the prefactors cancel, and \(D(e)=0\) holds exactly when one of the brackets vanishes. The theorem therefore gives all the energies at and above the threshold.

```lean
/-- For `s > 0` and `(s a + d)² ≤ 4 s b²`, the band energies are exactly the
conjugate pair with real part `meanEnergy` and imaginary parts `± growthRate`. -/
theorem energies_conjugate_pair {a b d s : ℝ} (hs : 0 < s)
    (hb : (s * a + d) ^ 2 ≤ 4 * s * b ^ 2) (e : ℂ) :
    secular a b d s e = 0 ↔
      e = meanEnergy a d s + growthRate a b d s * Complex.I ∨
      e = meanEnergy a d s - growthRate a b d s * Complex.I := by
  have hne : (2 * s) ≠ 0 := by positivity
  have hne2 : (2 * s) ^ 2 ≠ 0 := pow_ne_zero 2 hne
  have hc : 2 * s * meanEnergy a d s = s * a - d := by
    unfold meanEnergy
    exact mul_div_cancel₀ _ hne
  have hg : growthRate a b d s ^ 2 * (2 * s) ^ 2 = 4 * s * b ^ 2 - (s * a + d) ^ 2 := by
    unfold growthRate
    rw [div_pow, Real.sq_sqrt (by linarith), div_mul_cancel₀ _ hne2]
  have hcC : 2 * (s : ℂ) * meanEnergy a d s = s * a - d := by exact_mod_cast hc
  have hgC : (growthRate a b d s : ℂ) ^ 2 * (2 * (s : ℂ)) ^ 2
      = 4 * s * b ^ 2 - (s * a + d) ^ 2 := by exact_mod_cast hg
  have hsC : (s : ℂ) ≠ 0 := by exact_mod_cast hs.ne'
  -- the secular determinant factorises over the two energies
  have hfac : 4 * (s : ℂ) * secular a b d s e = -(4 * (s : ℂ) ^ 2) *
      ((e - (meanEnergy a d s + growthRate a b d s * Complex.I)) *
       (e - (meanEnergy a d s - growthRate a b d s * Complex.I))) := by
    rw [secular_complete_square]
    push_cast
    linear_combination hgC
      - (4 * (s : ℂ) * e - (s * a - d) - 2 * s * meanEnergy a d s) * hcC
      - 4 * (s : ℂ) ^ 2 * (growthRate a b d s : ℂ) ^ 2 * Complex.I_sq
  have h4 : 4 * (s : ℂ) ≠ 0 := mul_ne_zero (by norm_num) hsC
  have h5 : -(4 * (s : ℂ) ^ 2) ≠ 0 :=
    neg_ne_zero.mpr (mul_ne_zero (by norm_num) (pow_ne_zero 2 hsC))
  rw [← sub_eq_zero (a := e), ← sub_eq_zero (a := e), ← mul_eq_zero]
  constructor
  · intro h
    rw [h, mul_zero] at hfac
    exact (mul_eq_zero.mp hfac.symm).resolve_left h5
  · intro h
    rw [h, mul_zero] at hfac
    exact (mul_eq_zero.mp hfac).resolve_left h4
```

The main theorem joins the two directions. Its first lines turn the comparison of absolute values into one of squares, through `sq_lt_sq`. From left to right it applies the lemma on nonreal roots. From right to left the strict inequality makes \(g>0\), and \(m+ig\) is the nonreal root that was asked for.

```lean
/-- With a negative-norm state (`s > 0`), a nonreal band energy exists exactly when
the coupling exceeds the threshold, `2 √s |b| > |s a + d|`. -/
theorem nonreal_energy_iff (a b d : ℝ) {s : ℝ} (hs : 0 < s) :
    (∃ e : ℂ, e.im ≠ 0 ∧ (bandH a b d - e • ghostS s).det = 0) ↔
      2 * √s * |b| > |s * a + d| := by
  have hsq : (2 * √s * b) ^ 2 = 4 * s * b ^ 2 := by
    rw [mul_pow, mul_pow, Real.sq_sqrt hs.le]
    ring
  have habs : |2 * √s * b| = 2 * √s * |b| := by
    rw [abs_mul, abs_of_nonneg (by positivity : (0 : ℝ) ≤ 2 * √s)]
  rw [gt_iff_lt, ← habs, ← sq_lt_sq, hsq]
  constructor
  · rintro ⟨e, he, h⟩
    exact strong_coupling_of_nonreal hs.ne' h he
  · intro h
    have hg : 0 < growthRate a b d s :=
      div_pos (Real.sqrt_pos.mpr (by linarith)) (by positivity)
    exact ⟨meanEnergy a d s + growthRate a b d s * Complex.I, by simpa using hg.ne',
      (energies_conjugate_pair hs h.le _).mpr (Or.inl rfl)⟩
```

Q: What goes wrong if I drop `s > 0`?

A: Take \(s=0\), \(b=d=0\) and \(a=1\). The second row of \(H-eS\) is then zero, the determinant vanishes for every \(e\), and \(e=i\) counts as a nonreal root, while the inequality reads \(0>0\). So the equivalence needs at least \(s\neq0\). For negative `s` it would survive in Lean only by convention: `√s` is then set to zero, which makes the inequality false, and there are no nonreal roots either.

Q: You said that the levels meet at the threshold. Is that proved, or read off from the formula?

A: It is proved. Equality in the threshold condition makes the square root in `growthRate` zero, so both members of the pair reduce to `meanEnergy`. Below the threshold, the Lean theorems say that all energies are real but give no formula for them.

```lean
/-- For `s > 0` and coupling exactly at the threshold, the only band energy is the
real number `meanEnergy`. -/
theorem energies_merge_at_threshold {a b d s : ℝ} (hs : 0 < s)
    (hb : 2 * √s * |b| = |s * a + d|) (e : ℂ) :
    secular a b d s e = 0 ↔ e = meanEnergy a d s := by
  have h : 4 * s * b ^ 2 = (s * a + d) ^ 2 := by
    rw [← sq_abs (s * a + d), ← hb, mul_pow, mul_pow, Real.sq_sqrt hs.le, sq_abs]
    ring
  have hg : growthRate a b d s = 0 := by
    unfold growthRate
    rw [h, sub_self, Real.sqrt_zero, zero_div]
  rw [energies_conjugate_pair hs h.ge, hg]
  simp
```

Q: I'd also like a control. With two ordinary states the effect should vanish.

A: It does. For `s < 0` a nonreal root would still require \((sa+d)^2<4sb^2\), by the same lemma as before. The left side is at least zero and the right side is at most zero, so this is impossible. The proof assumes a nonreal root, and `nlinarith` finds the contradiction from these signs.

```lean
/-- If both basis states have positive norm (`s < 0`), every band energy is real,
whatever the coupling. -/
theorem energies_real_of_positive_norm {a b d s : ℝ} (hs : s < 0) {e : ℂ}
    (h : secular a b d s e = 0) : e.im = 0 := by
  by_contra he
  have h1 := strong_coupling_of_nonreal hs.ne h he
  nlinarith [sq_nonneg (s * a + d), mul_nonneg (neg_nonneg.mpr hs.le) (sq_nonneg b)]
```

Q: Does anything hold for more than two states?

A: One property of the eigenvectors does. Let \(H\) and \(S\) be Hermitian matrices of any finite size, and let \(Hv=eSv\). Multiplying by \(v^\dagger\) from the left gives

\[
v^\dagger Hv=e\,v^\dagger Sv .
\]

Both expectation values are real. Taking the complex conjugate and subtracting leaves \((e-\bar e)\,v^\dagger Sv=0\), so a nonreal \(e\) forces \(v^\dagger Sv=0\). In Lean, `star v ⬝ᵥ (S *ᵥ v)` is \(v^\dagger Sv\). The inner statement `real` shows that such expectation values equal their own conjugates, and the final case split says that either \(\bar e=e\), which is excluded, or the norm vanishes.

```lean
/-- For Hermitian `H` and `S` of any finite size, a solution of `H v = e S v` with
nonreal `e` has zero `S`-norm. -/
theorem null_norm_of_nonreal {n : Type*} [Fintype n] {H S : Matrix n n ℂ}
    (hH : H.IsHermitian) (hS : S.IsHermitian) {v : n → ℂ} {e : ℂ}
    (hv : H *ᵥ v = e • (S *ᵥ v)) (he : e.im ≠ 0) : star v ⬝ᵥ (S *ᵥ v) = 0 := by
  -- expectation values of Hermitian matrices are real
  have real : ∀ A : Matrix n n ℂ, A.IsHermitian →
      star (star v ⬝ᵥ (A *ᵥ v)) = star v ⬝ᵥ (A *ᵥ v) := by
    intro A hA
    rw [← Matrix.star_dotProduct, Matrix.star_mulVec, hA.eq, ← Matrix.dotProduct_mulVec]
  have h := real H hH
  rw [hv, dotProduct_smul, smul_eq_mul, star_mul', real S hS] at h
  rcases mul_eq_mul_right_iff.mp h with h1 | h1
  · have h2 := congrArg Complex.im h1
    rw [Complex.star_def, Complex.conj_im] at h2
    exact absurd (by linarith) he
  · exact h1
```

Q: So a complex-energy state can't be normalised with \(S\). What does it look like in the two-level model?

A: There \(v^\dagger Sv=|v_0|^2-s|v_1|^2\), and setting this to zero gives \(|v_0|^2=s|v_1|^2\). The vector in the theorem is unnormalised. If a nonzero \(v\) is scaled so that \(|v_0|^2+|v_1|^2=1\), the weights are \(s/(1+s)\) on the ordinary state and \(1/(1+s)\) on the ghost. Measured with the ghost rescaled to norm \(-1\), the two weights are equal, however far the coupling lies above the threshold. The proof checks that both matrices are Hermitian, applies the general theorem, and writes out the norm in components.

```lean
/-- In the two-level model, an eigenvector with nonreal energy has first-component
weight equal to `s` times its second-component weight. -/
theorem ghost_weight {a b d s : ℝ} {v : Fin 2 → ℂ} {e : ℂ}
    (hv : bandH a b d *ᵥ v = e • (ghostS s *ᵥ v)) (he : e.im ≠ 0) :
    ‖v 0‖ ^ 2 = s * ‖v 1‖ ^ 2 := by
  have hH : (bandH a b d).IsHermitian := by
    change (bandH a b d)ᴴ = bandH a b d
    ext i j
    fin_cases i <;> fin_cases j <;> simp [bandH]
  have hS : (ghostS s).IsHermitian := by
    change (ghostS s)ᴴ = ghostS s
    ext i j
    fin_cases i <;> fin_cases j <;> simp [ghostS]
  have hnull := null_norm_of_nonreal hH hS hv he
  have hnorm : star v ⬝ᵥ (ghostS s *ᵥ v) = ((‖v 0‖ ^ 2 - s * ‖v 1‖ ^ 2 : ℝ) : ℂ) := by
    have h0 := Complex.conj_mul' (v 0)
    have h1 := Complex.conj_mul' (v 1)
    simp [ghostS, dotProduct, Matrix.mulVec, Fin.sum_univ_two]
    linear_combination h0 - (s : ℂ) * h1
  rw [hnorm] at hnull
  have h := Complex.ofReal_eq_zero.mp hnull
  linarith

end

end GhostThreshold
```

```lean
#print axioms GhostThreshold.nonreal_energy_iff
-- 'GhostThreshold.nonreal_energy_iff' depends on axioms: [propext, Classical.choice, Quot.sound]
#print axioms GhostThreshold.energies_merge_at_threshold
-- 'GhostThreshold.energies_merge_at_threshold' depends on axioms: [propext, Classical.choice, Quot.sound]
#print axioms GhostThreshold.energies_real_of_positive_norm
-- 'GhostThreshold.energies_real_of_positive_norm' depends on axioms: [propext, Classical.choice, Quot.sound]
#print axioms GhostThreshold.ghost_weight
-- 'GhostThreshold.ghost_weight' depends on axioms: [propext, Classical.choice, Quot.sound]
```

Q: What should I take from this when I test a dataset?

A: That a real spectrum is weak evidence for a sound overlap operator. Already in this two-state model, a negative-norm state leaves both energies real until its coupling passes the threshold. The sign of \(S\) has to be examined directly, for instance through its lowest eigenvalue in the basis used.
